# Isolated band groups on an $n_p$ screw axis contain a multiple of $n/\gcd(n,p)$ bands

We represent a group of bands by the projection $P(k)$ onto its states, not by energies or individually labelled Bloch states. Bands may then cross freely inside the group, and no smooth choice of eigenvectors is needed. Isolation enters as the assumption that $P(k)$ is continuous with constant rank $r$, as it is when gaps separate the group from all other bands.

The wave number $k$ runs along the screw axis, on a line that the rotation leaves invariant, with the lattice period along the axis as unit of length. We assume that every lattice translation advances a whole number of these periods along the axis, so that the line repeats after $2\pi$. Some centred lattices violate this: a body-centred tetragonal crystal can have $4_2$ axes and still a single isolated band. An $n_p$ screw rotates by $2\pi/n$ and translates by $p/n$ of a period. Its matrix $G(k)$ in a finite orbital basis therefore satisfies $G(k)^n=e^{-ipk}\,1$: $n$ screws make a full turn and a translation by $p$ periods. For spin-½ states the full turn adds a factor $-1$, which replacing $G$ by $e^{i\pi/n}G$ removes.

## The winding of a determinant

Let $n\ge1$, let $p$ be an integer, and let $G$ and $P$ be continuous and $2\pi$-periodic, with $P^2=P$, $\operatorname{rank}P=r$, $GP=PG$ and $G^n=e^{-ipk}\,1$. The claim is that $n/\gcd(n,p)$ divides $r$.

Choose a basis of the range of $P$ at fixed $k$ as the columns of $A$. Then $P=AB$ with $BA=1_r$, where the rows of $B$ form the dual frame. For any complex $z$, the identity $\det(1+XY)=\det(1+YX)$ gives
$$\det(1-P+zP)=\det(1+(z-1)AB)=\det(1+(z-1)BA)=z^r .$$

Since $G$ and $P$ commute, $(1-P)GP=0$ and $GP(1-P)=0$. The mixed terms in the power vanish, so
$$(1-P+GP)^n=1-P+G^nP=1-P+e^{-ipk}P .$$
Hence $d(k)=\det(1-P+GP)$, the determinant of the screw on the bands, obeys $d(k)^n=e^{-iprk}$.

Put $F(k)=d(k)e^{iprk/n}$. This function is continuous and $F^n=1$, so it takes values in a finite set and is constant. Since $d(2\pi)=d(0)\ne0$, comparing $F(2\pi)$ with $F(0)$ gives $e^{2\pi i pr/n}=1$, that is, $n\mid pr$. With $g=\gcd(n,p)$, this says that $n/g$ divides $(p/g)r$. As $n/g$ and $p/g$ are coprime, $n/g$ divides $r$.

Periodicity is essential. For $n=2$, $p=1$, take the $1\times1$ matrices $G(k)=e^{-ik/2}$ and $P=1$. Every other condition holds with $r=1$, but $G(2\pi)=-G(0)$, and 2 does not divide 1. On a real $2_1$ axis this sign change carries one band into its partner across the zone.

## Every allowed number of bands occurs

Let $q=n/g$ and $a=p/g$. On a ring of $q$ orbitals, let $C$ hop by one site, with a factor $z=e^{-iak}$ on the closing bond. After $q$ hops each orbital has returned and crossed that bond once, so $C^q=z\,1$ and $C^n=z^g\,1=e^{-ipk}\,1$. Take $s+1$ copies of the ring and project onto $s$ of them. The rank is $qs$, and the remaining copy supplies states outside the group.

## The screw and the bands in Lean

The finite type `ι` labels the orbitals.

```lean
import Mathlib

open Matrix

namespace ScrewAxisBandSticking

noncomputable section

variable {ι : Type*} [Fintype ι] [DecidableEq ι]
```

The phase fixes the sign convention for translations.

```lean
/-- The Bloch phase `exp(-i p k)` of a translation by `p` lattice periods. -/
def blochPhase (p : ℤ) (k : ℝ) : ℂ := Complex.exp (-(Complex.I * p * k))
```

The structure collects the hypotheses, with `r` as the constant rank. It requires neither a unitary $G$ nor an orthogonal $P$, so non-orthogonal orbital bases are included. It contains no Hamiltonian: that a gap makes $P$ continuous is physical input. Periodicity of both matrices fixes a basis without position-dependent phases that change from $k$ to $k+2\pi$.

```lean
/-- A group of `r` bands with projection `P k`, invariant under an `n_p` screw operation `G k`; both
are continuous and `2π`-periodic in `k`. -/
structure IsScrewBandGroup (n : ℕ) (p : ℤ) (r : ℕ) (G P : ℝ → Matrix ι ι ℂ) : Prop where
  continuous_screw : Continuous G
  continuous_proj : Continuous P
  periodic_screw : Function.Periodic G (2 * Real.pi)
  periodic_proj : Function.Periodic P (2 * Real.pi)
  idempotent : ∀ k, P k * P k = P k
  rank_eq : ∀ k, (P k).rank = r
  commute : ∀ k, G k * P k = P k * G k
  screw_pow : ∀ k, G k ^ n = blochPhase p k • (1 : Matrix ι ι ℂ)
```

Raising the phase to the power $r$ turns $p$ into $pr$.

```lean
/-- Bloch phases of repeated translations multiply. -/
theorem blochPhase_pow (p : ℤ) (r : ℕ) (k : ℝ) :
    blochPhase p k ^ r = blochPhase (p * r) k := by
  unfold blochPhase
  rw [← Complex.exp_nat_mul]
  congr 1
  push_cast
  ring
```

## From a band frame to a determinant

The frame comes from two linear maps: the inclusion of the range of $P$ into the full space, and $P$ regarded as a map onto its range. Composed one way they give $P$ (`h1`), the other way the identity (`h2`). Their matrices are $A$ and $B$.

```lean
/-- A band projection factors into a frame `A` of band states and a dual frame `B`
biorthogonal to it. -/
theorem exists_band_frame (P : Matrix ι ι ℂ) (hP : P * P = P) :
    ∃ (A : Matrix ι (Fin P.rank) ℂ) (B : Matrix (Fin P.rank) ι ℂ), A * B = P ∧ B * A = 1 := by
  have b : Module.Basis (Fin P.rank) ℂ (LinearMap.range P.mulVecLin) := Module.finBasis ℂ _
  have h1 : (LinearMap.range P.mulVecLin).subtype ∘ₗ P.mulVecLin.rangeRestrict
      = P.mulVecLin := LinearMap.ext fun _ => rfl
  have h2 : P.mulVecLin.rangeRestrict ∘ₗ (LinearMap.range P.mulVecLin).subtype
      = LinearMap.id := by
    apply LinearMap.ext
    rintro ⟨_, y, rfl⟩
    apply Subtype.ext
    show P *ᵥ (P *ᵥ y) = P *ᵥ y
    rw [Matrix.mulVec_mulVec, hP]
  refine ⟨LinearMap.toMatrix b (Pi.basisFun ℂ ι) (LinearMap.range P.mulVecLin).subtype,
    LinearMap.toMatrix (Pi.basisFun ℂ ι) b P.mulVecLin.rangeRestrict, ?_, ?_⟩
  · rw [← LinearMap.toMatrix_comp, h1, LinearMap.toMatrix_eq_toMatrix']
    exact LinearMap.toMatrix'_toLin' P
  · rw [← LinearMap.toMatrix_comp, h2, LinearMap.toMatrix_id]
```

The next lemma is the calculation of $z^r$, with `Matrix.det_one_add_mul_comm` exchanging the factors.

```lean
/-- An operator that multiplies the band states by `z` and leaves the complement alone has
determinant `z` to the number of bands. -/
theorem det_phase_on_bands (P : Matrix ι ι ℂ) (hP : P * P = P) (z : ℂ) :
    (1 - P + z • P).det = z ^ P.rank := by
  obtain ⟨A, B, hAB, hBA⟩ := exists_band_frame P hP
  have h1 : 1 - P + z • P = 1 + ((z - 1) • A) * B := by
    rw [Matrix.smul_mul, hAB]
    module
  have h2 : 1 + B * ((z - 1) • A) = z • (1 : Matrix (Fin P.rank) (Fin P.rank) ℂ) := by
    rw [Matrix.mul_smul, hBA]
    module
  rw [h1, Matrix.det_one_add_mul_comm, h2, Matrix.det_smul, Matrix.det_one, mul_one,
    Fintype.card_fin]
```

The power formula is proved by induction on the exponent `m`. The hypothesis that $G$ and $P$ commute enters through `h2`, which states $PGP=GP$.

```lean
/-- Powers of a symmetry restricted to an invariant band group are the restrictions of its
powers. -/
theorem restricted_pow (G P : Matrix ι ι ℂ) (hP : P * P = P) (hc : G * P = P * G) (m : ℕ) :
    (1 - P + G * P) ^ m = 1 - P + G ^ m * P := by
  have h2 : P * (G * P) = G * P := by rw [← mul_assoc, ← hc, mul_assoc, hP]
  induction m with
  | zero => simp
  | succ m ih =>
    rw [pow_succ, ih, pow_succ]
    generalize G ^ m = A
    calc (1 - P + A * P) * (1 - P + G * P)
        = 1 - P - (P - P * P) + (G * P - P * (G * P)) + A * (P - P * P)
          + A * (P * (G * P)) := by noncomm_ring
      _ = 1 - P + A * G * P := by
          rw [h2, hP]
          noncomm_ring
```

## Continuity forces an integer

Here `m` stands for $pr$, and `F` is the function of the hand derivation. The set `T` of $n$-th roots of unity is finite, hence discrete, and the real line is connected, so `F` is constant. `Complex.exp_eq_one_iff` then supplies the integer `N` with $m=nN$.

```lean
/-- If the `n`-th power of a continuous `2π`-periodic function of `k` is `exp(-i m k)`, then `n`
divides `m`. -/
theorem dvd_of_periodic_root {n : ℕ} (hn : 0 < n) (m : ℤ) (d : ℝ → ℂ) (hd : Continuous d)
    (hper : Function.Periodic d (2 * Real.pi)) (hpow : ∀ k, d k ^ n = blochPhase m k) :
    (n : ℤ) ∣ m := by
  have hn' : (n : ℂ) ≠ 0 := Nat.cast_ne_zero.2 hn.ne'
  let F : ℝ → ℂ := fun k => d k * Complex.exp (Complex.I * m * k / n)
  have hF : Continuous F := by
    apply hd.mul
    fun_prop
  have hF1 : ∀ k, F k ^ n = 1 := by
    intro k
    have e : (n : ℂ) * (Complex.I * m * k / n) = Complex.I * m * k := by field_simp
    show (d k * Complex.exp (Complex.I * m * k / n)) ^ n = 1
    rw [mul_pow, hpow, blochPhase, ← Complex.exp_nat_mul, e, ← Complex.exp_add,
      neg_add_cancel, Complex.exp_zero]
  -- a continuous function with values in the finite set of roots of unity is constant
  let T : Set ℂ := ((Polynomial.nthRoots n (1 : ℂ)).toFinset : Set ℂ)
  have : Finite T := (Finset.finite_toSet _).to_subtype
  have hdisc : IsDiscrete T := ⟨inferInstance⟩
  have hT : Set.MapsTo F Set.univ T := fun x _ =>
    Finset.mem_coe.2 (Multiset.mem_toFinset.2 ((Polynomial.mem_nthRoots hn).2 (hF1 x)))
  have h : d (2 * Real.pi) * Complex.exp (Complex.I * m * ((2 * Real.pi : ℝ) : ℂ) / n)
      = d 0 * Complex.exp (Complex.I * m * ((0 : ℝ) : ℂ) / n) :=
    isPreconnected_univ.constant_of_mapsTo hdisc hF.continuousOn hT
      (Set.mem_univ _) (Set.mem_univ _)
  have hd2 : d (2 * Real.pi) = d 0 := by simpa using hper 0
  have hd0 : d 0 ≠ 0 := by
    intro h0
    have h1 := hpow 0
    rw [h0, zero_pow hn.ne'] at h1
    exact Complex.exp_ne_zero _ h1.symm
  rw [hd2] at h
  have h3 := mul_left_cancel₀ hd0 h
  rw [Complex.ofReal_zero, mul_zero, zero_div, Complex.exp_zero] at h3
  obtain ⟨N, hN⟩ := Complex.exp_eq_one_iff.1 h3
  rw [div_eq_iff hn'] at hN
  push_cast at hN
  have h4 : (m : ℂ) = n * N := by
    apply mul_right_cancel₀ Complex.two_pi_I_ne_zero
    linear_combination hN
  exact ⟨N, by exact_mod_cast h4⟩
```

The main theorem applies this to $d(k)$. Its three bullets check continuity, periodicity and the $n$-th power; the remaining lines cancel the common factor. The gcd uses `p.natAbs`, so negative $p$ is allowed.

```lean
/-- Band sticking on an `n_p` screw axis: the number of bands in an isolated group is a multiple
of `n / gcd(n, p)`. -/
theorem screw_band_sticking {n : ℕ} (hn : 0 < n) {p : ℤ} {r : ℕ} {G P : ℝ → Matrix ι ι ℂ}
    (h : IsScrewBandGroup n p r G P) : n / n.gcd p.natAbs ∣ r := by
  -- the determinant of the screw operation on the bands has an integer winding number
  have hdvd : (n : ℤ) ∣ p * r := by
    apply dvd_of_periodic_root hn (p * r) (fun k => (1 - P k + G k * P k).det)
    · exact ((continuous_const.sub h.continuous_proj).add
        (h.continuous_screw.matrix_mul h.continuous_proj)).matrix_det
    · intro k
      show (1 - P (k + 2 * Real.pi) + G (k + 2 * Real.pi) * P (k + 2 * Real.pi)).det = _
      rw [h.periodic_proj k, h.periodic_screw k]
    · intro k
      show (1 - P k + G k * P k).det ^ n = _
      rw [← Matrix.det_pow, restricted_pow _ _ (h.idempotent k) (h.commute k), h.screw_pow,
        Matrix.smul_mul, one_mul, det_phase_on_bands _ (h.idempotent k), h.rank_eq,
        blochPhase_pow]
  have hnat : n ∣ p.natAbs * r := by
    have h1 := Int.natCast_dvd.1 hdvd
    rwa [Int.natAbs_mul, Int.natAbs_natCast] at h1
  -- cancel the common factor of `n` and `p`
  have hg : 0 < n.gcd p.natAbs := Nat.gcd_pos_of_pos_left _ hn
  apply (Nat.coprime_div_gcd_div_gcd hg).dvd_of_dvd_mul_left
  apply Nat.dvd_of_mul_dvd_mul_right hg
  rw [Nat.div_mul_cancel (Nat.gcd_dvd_left _ _), mul_right_comm,
    Nat.div_mul_cancel (Nat.gcd_dvd_right _ _)]
  exact hnat
```

For non-interacting electrons in a finite orbital basis, and a lattice of the kind assumed at the start, the theorem limits where a band gap can lie: a $4_1$ axis allows isolated groups only in multiples of four bands, a $4_2$ axis in multiples of two.

In a band-structure code, one can collect orthonormal states of the group as columns of $V(k)$ and compute $\det(V^\dagger GV)$ along the axis. In an orthonormal periodic basis with orthogonal $P=VV^\dagger$, this equals $d(k)$ and does not depend on the choice of $V$. For an isolated group $d(k)e^{iprk/n}$ is constant along the axis, so the phase of $d$ changes by $-2\pi pr/n$ across the zone, a multiple of $2\pi$. If $d(k)e^{iprk/n}$ instead jumps from one value to another along the axis, the chosen group is not isolated: it touches another band.

## The ring model in Lean

Sites are numbered from 0 to $q-1$; column `j` is the starting site and row `i` the site reached.

```lean
/-- Hopping by one site around a ring of `q` orbitals, with a factor `z` on the closing bond. -/
def cyclicHop (q : ℕ) (z : ℂ) : Matrix (Fin q) (Fin q) ℂ := fun i j =>
  if (i : ℕ) = j + 1 then 1 else if (i : ℕ) = 0 ∧ (j : ℕ) + 1 = q then z else 0
```

The formula for up to $q$ hops follows by induction: only one intermediate site contributes to each matrix product.

```lean
/-- After `m ≤ q` hops an orbital has moved `m` sites, with a factor `z` if it crossed the
closing bond. -/
theorem cyclicHop_pow (q : ℕ) (z : ℂ) (m : ℕ) (hm : m ≤ q) (i j : Fin q) :
    (cyclicHop q z ^ m) i j =
      if (i : ℕ) = j + m then 1 else if (i : ℕ) + q = j + m then z else 0 := by
  have hi := i.isLt
  induction m generalizing j with
  | zero =>
    have hj := j.isLt
    rw [pow_zero, Matrix.one_apply]
    simp only [Fin.ext_iff]
    split_ifs <;> first | (exfalso; omega) | rfl
  | succ m ih =>
    have hj := j.isLt
    rw [pow_succ, Matrix.mul_apply]
    -- exactly one site is reached from `j` in a single hop
    have hz : ∀ l : Fin q, (l : ℕ) ≠ j + 1 → ¬((l : ℕ) = 0 ∧ (j : ℕ) + 1 = q) →
        cyclicHop q z l j = 0 := by
      intro l h1 h2
      show (if (l : ℕ) = j + 1 then (1 : ℂ)
        else if (l : ℕ) = 0 ∧ (j : ℕ) + 1 = q then z else 0) = 0
      rw [if_neg h1, if_neg h2]
    by_cases h : (j : ℕ) + 1 < q
    · have e : cyclicHop q z ⟨j + 1, h⟩ j = 1 := if_pos rfl
      rw [Finset.sum_eq_single (⟨j + 1, h⟩ : Fin q)]
      · rw [ih (by omega), e, mul_one]
        try dsimp only
        split_ifs <;> first | (exfalso; omega) | rfl
      · intro l _ hl
        rw [hz l (fun h' => hl (Fin.ext h')) (by omega), mul_zero]
      · intro h'
        exact absurd (Finset.mem_univ _) h'
    · have h0 : 0 < q := by omega
      have e : cyclicHop q z ⟨0, h0⟩ j = z := by
        show (if (0 : ℕ) = j + 1 then (1 : ℂ)
          else if (0 : ℕ) = 0 ∧ (j : ℕ) + 1 = q then z else 0) = z
        rw [if_neg (by omega), if_pos ⟨rfl, by omega⟩]
      rw [Finset.sum_eq_single (⟨0, h0⟩ : Fin q)]
      · rw [ih (by omega), e]
        try dsimp only
        split_ifs <;> first | (exfalso; omega) | simp
      · intro l _ hl
        have hl' := l.isLt
        have hl0 : (l : ℕ) ≠ 0 := fun h' => hl (Fin.ext h')
        rw [hz l (by omega) (fun h' => hl0 h'.1), mul_zero]
      · intro h'
        exact absurd (Finset.mem_univ _) h'
```

The copies form a block-diagonal matrix, and the projection is diagonal with entries 1 and 0.

```lean
/-- Screw operation on `s + 1` copies of a ring of `q` orbitals, with Bloch phase
`exp(-i a k)` on the closing bonds. -/
def ringScrew (q s : ℕ) (a : ℤ) (k : ℝ) :
    Matrix (Fin q × (Fin s ⊕ Unit)) (Fin q × (Fin s ⊕ Unit)) ℂ :=
  Matrix.blockDiagonal fun _ => cyclicHop q (blochPhase a k)

/-- Projection onto the first `s` of the `s + 1` copies of the ring. -/
def ringProj (q s : ℕ) : Matrix (Fin q × (Fin s ⊕ Unit)) (Fin q × (Fin s ⊕ Unit)) ℂ :=
  Matrix.diagonal fun x => Sum.elim (fun _ => 1) (fun _ => 0) x.2
```

The witness checks each field of the structure. The rank is the number of nonzero diagonal entries, and `screw_pow` uses the hopping formula at `m = q`.

```lean
/-- The ring model is a group of `q s` bands on a screw axis with `n = q g` and `p = a g`. -/
theorem isScrewBandGroup_witness (q g s : ℕ) (a : ℤ) :
    IsScrewBandGroup (q * g) (a * g) (q * s) (ringScrew q s a) (fun _ => ringProj q s) where
  continuous_screw := by
    have hz : Continuous (blochPhase a) := by
      unfold blochPhase
      fun_prop
    refine Continuous.matrix_blockDiagonal (continuous_pi fun _ => continuous_matrix fun i j => ?_)
    simp only [cyclicHop]
    split_ifs <;> first | exact continuous_const | exact hz
  continuous_proj := continuous_const
  periodic_screw := by
    intro k
    have e : blochPhase a (k + 2 * Real.pi) = blochPhase a k := by
      unfold blochPhase
      rw [Complex.exp_eq_exp_iff_exists_int]
      refine ⟨-a, ?_⟩
      push_cast
      ring
    unfold ringScrew
    rw [e]
  periodic_proj := fun _ => rfl
  idempotent := by
    intro _
    unfold ringProj
    rw [Matrix.diagonal_mul_diagonal]
    congr 1
    funext x
    rcases x with ⟨i, b | b⟩ <;> simp
  rank_eq := by
    intro _
    unfold ringProj
    rw [Matrix.rank_diagonal]
    let f : Fin q × Fin s → {x : Fin q × (Fin s ⊕ Unit) //
        Sum.elim (fun _ => (1 : ℂ)) (fun _ => 0) x.2 ≠ 0} :=
      fun x => ⟨(x.1, Sum.inl x.2), one_ne_zero⟩
    have hf : Function.Bijective f := by
      constructor
      · rintro ⟨i, b⟩ ⟨j, c⟩ h
        have h1 := congrArg Subtype.val h
        simpa [f] using h1
      · rintro ⟨⟨i, b | b⟩, h⟩
        · exact ⟨(i, b), rfl⟩
        · exact absurd rfl h
    refine (Fintype.card_congr (Equiv.ofBijective f hf)).symm.trans ?_
    simp
  commute := by
    intro k
    ext x y
    unfold ringScrew ringProj
    rw [Matrix.mul_diagonal, Matrix.diagonal_mul, Matrix.blockDiagonal_apply]
    split_ifs with h
    · rw [h, mul_comm]
    · simp
  screw_pow := by
    intro k
    have e : (fun _ : Fin s ⊕ Unit => cyclicHop q (blochPhase a k)) ^ q
        = blochPhase a k • (1 : Fin s ⊕ Unit → Matrix (Fin q) (Fin q) ℂ) := by
      funext b
      show cyclicHop q (blochPhase a k) ^ q = blochPhase a k • (1 : Matrix (Fin q) (Fin q) ℂ)
      ext i j
      have hi := i.isLt
      rw [cyclicHop_pow q _ q le_rfl]
      simp only [Matrix.smul_apply, Matrix.one_apply, Fin.ext_iff, smul_eq_mul]
      split_ifs <;> first | (exfalso; omega) | simp
    unfold ringScrew
    rw [pow_mul, ← Matrix.blockDiagonal_pow, e, Matrix.blockDiagonal_smul,
      Matrix.blockDiagonal_one, smul_pow, one_pow, blochPhase_pow]
```

The final equivalence concerns existence in some finite orbital basis, not in a prescribed crystal. One direction is the divisibility theorem; the other inserts $q=n/g$ and $a=p/g$ into the ring model. The case $r=0$ is the empty group.

```lean
/-- A group of `r` bands on an `n_p` screw axis exists exactly when `n / gcd(n, p)`
divides `r`. -/
theorem exists_screwBandGroup_iff {n : ℕ} (hn : 0 < n) (p : ℤ) (r : ℕ) :
    (∃ (κ : Type) (_ : Fintype κ) (_ : DecidableEq κ) (G P : ℝ → Matrix κ κ ℂ),
      IsScrewBandGroup n p r G P) ↔ n / n.gcd p.natAbs ∣ r := by
  constructor
  · rintro ⟨κ, _, _, G, P, h⟩
    exact screw_band_sticking hn h
  · rintro ⟨s, hs⟩
    obtain ⟨a, ha⟩ : ((n.gcd p.natAbs : ℕ) : ℤ) ∣ p :=
      Int.natCast_dvd.2 (Nat.gcd_dvd_right _ _)
    have w := isScrewBandGroup_witness (n / n.gcd p.natAbs) (n.gcd p.natAbs) s a
    rw [Nat.div_mul_cancel (Nat.gcd_dvd_left _ _), mul_comm a, ← ha, ← hs] at w
    exact ⟨_, _, _, _, _, w⟩

end

end ScrewAxisBandSticking
```

```lean
#print axioms ScrewAxisBandSticking.screw_band_sticking
#print axioms ScrewAxisBandSticking.exists_screwBandGroup_iff
```

```
'ScrewAxisBandSticking.screw_band_sticking' depends on axioms: [propext, Classical.choice, Quot.sound]
'ScrewAxisBandSticking.exists_screwBandGroup_iff' depends on axioms: [propext, Classical.choice, Quot.sound]
```
